# Matrices that obey the first resolvent identity and are invertible at one energy are the Green's matrix of exactly one H

Suppose that a response function R(z) is known at several energies z and that a Hamiltonian is to be read off from it. If R(z) = (z − H)⁻¹, then z − R(z)⁻¹ returns H. The same formula also returns an answer when there is no H to be found. Take the single number

R(z) = z / (z² − 1).

At z = 2 the formula gives 2 − 3/2 = 1/2, and at z = 3 it gives 3 − 8/3 = 1/3. Each energy yields its own "Hamiltonian", and nothing in the value at one energy gives warning of this.

The first resolvent identity,

R(z) − R(w) = (w − z) R(z) R(w),

detects the failure. In the example, with z = 2 and w = 3, the left side is 2/3 − 3/8 = 7/24 and the right side is 6/24. Conversely, if complex square matrices R(z) obey the identity for all z and w in a set Z of energies, and R(z₀) is invertible for one z₀ in Z, then exactly one matrix H satisfies (z − H) R(z) = 1 throughout Z.

For a one-particle Green's matrix in a finite orthonormal basis, this decides whether its values on a set of energies belong to one energy-independent matrix H. A self-energy that varies with energy, as in the example, is what the identity rules out.

## Energies, matrices and the two conditions

The basis states are labelled by a finite type `n`, so every operator is a finite complex matrix. Unbounded operators and infinite-dimensional spaces are not covered, and neither is a non-orthogonal basis, where z would multiply an overlap matrix instead of the identity.

```lean
import Mathlib

open Matrix

namespace ResolventConverse

noncomputable section

variable {n : Type*} [Fintype n] [DecidableEq n]
```

The family is a function `R : ℂ → Matrix n n ℂ`, and only its values on the set `Z` matter. Nothing is assumed about `Z`: it may be a region of the complex plane, a finite table of energies or a single point. No continuity or analyticity in z is required either.

The first condition is the identity itself, demanded for every pair of energies in `Z`. The symbol `•` multiplies a matrix by a number. The sign belongs to the convention R(z) = (z − H)⁻¹; with (H − z)⁻¹ it would be reversed.

```lean
/-- The first resolvent identity `R(z) - R(w) = (w - z) R(z) R(w)` for all energies `z`, `w`
in the set `Z`. -/
def FirstResolventIdentity (Z : Set ℂ) (R : ℂ → Matrix n n ℂ) : Prop :=
  ∀ z ∈ Z, ∀ w ∈ Z, R z - R w = (w - z) • (R z * R w)
```

The second condition says what it means for R to be the Green's matrix of H on Z:

(z − H) R(z) = 1 for every z in Z.

Here z stands for z times the identity matrix. H is an arbitrary complex matrix and need not be Hermitian. Since a one-sided inverse of a finite square matrix is two-sided, the equation also gives R(z) (z − H) = 1. It follows that no eigenvalue of H lies in Z.

```lean
/-- `R` is the Green's matrix of `H` on the set `Z` of energies: `(z - H) R(z) = 1`. -/
def IsGreenMatrix (H : Matrix n n ℂ) (Z : Set ℂ) (R : ℂ → Matrix n n ℂ) : Prop :=
  ∀ z ∈ Z, (z • (1 : Matrix n n ℂ) - H) * R z = 1
```

The candidate for H is obtained by solving R(z) = (z − H)⁻¹ for H at one energy:

H = z − R(z)⁻¹.

The definition makes sense for any family, including one like the opening example, so it carries z as an argument. Lean assigns the value zero to the inverse of a singular matrix, so writing R(z)⁻¹ does not imply that R(z) is invertible. Where invertibility is required below, it is stated as a hypothesis.

```lean
/-- The matrix `z - R(z)⁻¹` read off from the family `R` at the single energy `z`. -/
def hamiltonianFrom (R : ℂ → Matrix n n ℂ) (z : ℂ) : Matrix n n ℂ :=
  z • (1 : Matrix n n ℂ) - (R z)⁻¹
```

## From a Hamiltonian to the identity

Let R be the Green's matrix of H, and write A = z − H and B = w − H. Then R(z) A = 1 and B R(w) = 1, so

R(z) − R(w) = R(z) (B R(w)) − (R(z) A) R(w) = R(z) (B − A) R(w).

In the difference B − A the matrix H cancels and leaves w − z times the identity. The right side is therefore (w − z) R(z) R(w).

In the proof, `mul_eq_one_comm` turns (z − H) R(z) = 1 into the equation with the factors exchanged. The auxiliary statement `key` is the regrouping of the products, proved by `noncomm_ring` without exchanging any factors, and `hd` is the cancellation of H.

```lean
/-- The Green's matrix of any matrix `H` obeys the first resolvent identity. -/
theorem IsGreenMatrix.firstResolventIdentity {H : Matrix n n ℂ} {Z : Set ℂ}
    {R : ℂ → Matrix n n ℂ} (h : IsGreenMatrix H Z R) : FirstResolventIdentity Z R := by
  intro z hz w hw
  have hA : R z * (z • (1 : Matrix n n ℂ) - H) = 1 := mul_eq_one_comm.mp (h z hz)
  have hB := h w hw
  have key : ∀ A B X Y : Matrix n n ℂ, X * (B * Y) - (X * A) * Y = X * (B - A) * Y := by
    intro A B X Y
    noncomm_ring
  -- the difference of the two inverses is a multiple of the identity
  have hd : (w • (1 : Matrix n n ℂ) - H) - (z • (1 : Matrix n n ℂ) - H)
      = (w - z) • (1 : Matrix n n ℂ) := by module
  have e := key (z • (1 : Matrix n n ℂ) - H) (w • (1 : Matrix n n ℂ) - H) (R z) (R w)
  rw [hA, hB, hd, mul_one, one_mul, Matrix.mul_smul, mul_one, Matrix.smul_mul] at e
  exact e
```

## H is fixed by any one energy

If (z − H) R(z) = 1, then z − H is the inverse of R(z), and

H = z − (z − H) = z − R(z)⁻¹.

Two matrices with the same Green's matrix at a single energy are therefore equal. This is the uniqueness half of the result, and it does not use the resolvent identity. The lemma `Matrix.inv_eq_left_inv` identifies R(z)⁻¹ with z − H.

```lean
/-- If `R` is the Green's matrix of `H` on `Z`, then `H = z - R(z)⁻¹` at every energy `z`
in `Z`. -/
theorem IsGreenMatrix.eq_hamiltonianFrom {H : Matrix n n ℂ} {Z : Set ℂ}
    {R : ℂ → Matrix n n ℂ} (h : IsGreenMatrix H Z R) {z : ℂ} (hz : z ∈ Z) :
    H = hamiltonianFrom R z := by
  unfold hamiltonianFrom
  rw [Matrix.inv_eq_left_inv (h z hz)]
  exact (sub_sub_cancel _ _).symm
```

## From the identity to a Hamiltonian

Now assume the identity on Z and the invertibility of R(z₀) at one energy z₀ that belongs to Z. For the pair (z₀, z) the identity reads

R(z₀) − R(z) = (z − z₀) R(z₀) R(z).

Multiplying from the left by R(z₀)⁻¹ gives

1 − R(z₀)⁻¹ R(z) = (z − z₀) R(z),

and collecting the terms that contain R(z) gives

(z − z₀ + R(z₀)⁻¹) R(z) = 1.

With H = z₀ − R(z₀)⁻¹ the bracket is z − H, so R is the Green's matrix of this H at every z in Z. Invertibility was assumed only at z₀, and the last equation supplies it at all the other energies.

In Lean the hypothesis `IsUnit (R z₀)` expresses invertibility, and `hinv` extracts R(z₀)⁻¹ R(z₀) = 1 from it. The equation `e` is the identity after the multiplication from the left. The final `linear_combination` collects the terms.

```lean
/-- A family that obeys the first resolvent identity and is invertible at `z₀` is the Green's
matrix of `z₀ - R(z₀)⁻¹` on all of `Z`. -/
theorem isGreenMatrix_hamiltonianFrom {Z : Set ℂ} {R : ℂ → Matrix n n ℂ}
    (hR : FirstResolventIdentity Z R) {z₀ : ℂ} (h₀ : z₀ ∈ Z) (hu : IsUnit (R z₀)) :
    IsGreenMatrix (hamiltonianFrom R z₀) Z R := by
  intro z hz
  have hinv : (R z₀)⁻¹ * R z₀ = 1 :=
    Matrix.nonsing_inv_mul _ ((Matrix.isUnit_iff_isUnit_det _).mp hu)
  -- multiply the identity for the pair (z₀, z) by the inverse of R(z₀) from the left
  have e := congrArg (fun M => (R z₀)⁻¹ * M) (hR z₀ h₀ z hz)
  simp only [mul_sub, Matrix.mul_smul, ← mul_assoc, hinv, one_mul] at e
  simp only [hamiltonianFrom, sub_mul, Matrix.smul_mul, one_mul]
  linear_combination (norm := module) -e
```

Existence and uniqueness combine into the main theorem. The symbol `∃!` means that there is exactly one such H. The proof supplies the matrix z₀ − R(z₀)⁻¹, the argument that it works on all of Z, and the argument that any competitor equals it, for which the energy z₀ suffices.

```lean
/-- Converse of the first resolvent identity: a family of matrices that obeys the identity on
`Z` and is invertible at one energy of `Z` is the Green's matrix of exactly one matrix `H`. -/
theorem existsUnique_hamiltonian {Z : Set ℂ} {R : ℂ → Matrix n n ℂ}
    (hR : FirstResolventIdentity Z R) {z₀ : ℂ} (h₀ : z₀ ∈ Z) (hu : IsUnit (R z₀)) :
    ∃! H : Matrix n n ℂ, IsGreenMatrix H Z R :=
  ⟨hamiltonianFrom R z₀, isGreenMatrix_hamiltonianFrom hR h₀ hu,
    fun _ hH => hH.eq_hamiltonianFrom h₀⟩
```

The difficulty of the opening example cannot arise under these hypotheses. The matrix H built at z₀ has R as its Green's matrix at every other z in Z, so reading it off at z returns the same matrix:

z − R(z)⁻¹ = z₀ − R(z₀)⁻¹.

```lean
/-- If a family obeys the first resolvent identity on `Z` and is invertible at `z₀` in `Z`, then `z
- R(z)⁻¹` equals `z₀ - R(z₀)⁻¹` at every energy `z` in `Z`. -/
theorem hamiltonianFrom_energy_independent {Z : Set ℂ} {R : ℂ → Matrix n n ℂ}
    (hR : FirstResolventIdentity Z R) {z₀ : ℂ} (h₀ : z₀ ∈ Z) (hu : IsUnit (R z₀))
    {z : ℂ} (hz : z ∈ Z) : hamiltonianFrom R z = hamiltonianFrom R z₀ :=
  ((isGreenMatrix_hamiltonianFrom hR h₀ hu).eq_hamiltonianFrom hz).symm
```

Both directions together give a criterion. On a nonempty set Z, the family R is the Green's matrix of some H if and only if it obeys the first resolvent identity and is invertible at one energy of Z. Nonemptiness is needed because on an empty set every H qualifies vacuously, while there is no energy at which R could be invertible.

When Z is a single point, the identity reduces to 0 = 0 and only invertibility remains: any invertible matrix is the Green's matrix of some H at one energy. With at least one basis state, the identity becomes a restriction once a second energy is included.

```lean
/-- On a nonempty set of energies, a family is the Green's matrix of some `H` exactly when it
obeys the first resolvent identity and is invertible at one energy. -/
theorem exists_hamiltonian_iff {Z : Set ℂ} (hZ : Z.Nonempty) (R : ℂ → Matrix n n ℂ) :
    (∃ H : Matrix n n ℂ, IsGreenMatrix H Z R) ↔
      FirstResolventIdentity Z R ∧ ∃ z₀ ∈ Z, IsUnit (R z₀) := by
  constructor
  · rintro ⟨H, h⟩
    obtain ⟨z, hz⟩ := hZ
    exact ⟨h.firstResolventIdentity, z, hz,
      ⟨⟨R z, z • (1 : Matrix n n ℂ) - H, mul_eq_one_comm.mp (h z hz), h z hz⟩, rfl⟩⟩
  · rintro ⟨hR, z₀, h₀, hu⟩
    exact ⟨_, isGreenMatrix_hamiltonianFrom hR h₀ hu⟩
```

## When the reconstructed matrix is Hermitian

The resolvent identity does not make H Hermitian. A constant absorbing potential, for instance, gives a non-Hermitian H whose Green's matrix obeys the identity just as well. Hermiticity can be read from R at one pair of conjugate energies. Write z̄ for the complex conjugate of z and † for the adjoint, and let both z and z̄ lie in Z. Taking the adjoint of R(z) (z − H) = 1 gives

(z̄ − H†) R(z)† = 1,

while the Green's matrix at the conjugate energy satisfies

(z̄ − H) R(z̄) = 1.

If H = H†, then R(z)† and R(z̄) are inverses of the same matrix and must agree. If R(z̄) = R(z)†, then z̄ − H† and z̄ − H are inverses of the same matrix, so H† = H. For a real energy in Z the pair collapses to one point, and the condition says that R(z) is itself Hermitian.

In the code `star z` is z̄ and `ᴴ` is the adjoint. The facts `a` and `b` are the two displayed equations, and each direction ends with the equality of a left and a right inverse.

```lean
/-- Let `z` and its complex conjugate lie in `Z`. The matrix `H` behind a Green's matrix is
Hermitian exactly when `R` at the conjugate energy is the adjoint of `R(z)`. -/
theorem IsGreenMatrix.isHermitian_iff {H : Matrix n n ℂ} {Z : Set ℂ}
    {R : ℂ → Matrix n n ℂ} (h : IsGreenMatrix H Z R) {z : ℂ} (hz : z ∈ Z)
    (hz' : star z ∈ Z) : H.IsHermitian ↔ R (star z) = (R z)ᴴ := by
  have b := h _ hz'
  -- the adjoint of R(z) inverts the adjoint of z - H
  have a : (star z • (1 : Matrix n n ℂ) - Hᴴ) * (R z)ᴴ = 1 := by
    have := congrArg Matrix.conjTranspose (mul_eq_one_comm.mp (h z hz))
    simpa only [Matrix.conjTranspose_mul, Matrix.conjTranspose_sub,
      Matrix.conjTranspose_smul, Matrix.conjTranspose_one] using this
  constructor
  · intro hH
    rw [hH.eq] at a
    exact left_inv_eq_right_inv (mul_eq_one_comm.mp b) a
  · intro e
    rw [← e] at a
    exact sub_right_inj.mp (left_inv_eq_right_inv a (mul_eq_one_comm.mp b))
```

## A family that obeys the identity but has no H

The identity alone is not enough. For z ≠ 0, consider the diagonal matrix

R(z) = diag(1/z, 0).

In the upper left corner the identity holds because

1/z − 1/w = (w − z) / (z w),

and all other entries vanish on both sides. Yet for any 2×2 matrix H the second column of (z − H) R(z) is zero, so the product cannot be the identity matrix. The family describes one level at energy zero, padded with a second state that does not respond at any energy. No matrix H produces such a state: its whole column of R(z) is zero, whereas the Green's matrix of any H is invertible.

The Lean proof checks the identity entry by entry. For the second half it takes z = 1 and looks at the lower right entry, which has indices 1, 1 because Lean counts from zero. There the assumed equation would read 0 = 1.

```lean
/-- The family `diag(1/z, 0)` obeys the first resolvent identity for all `z ≠ 0`, yet it is not
the Green's matrix of any `H`. -/
theorem invertibility_needed :
    FirstResolventIdentity {z : ℂ | z ≠ 0} (fun z => !![z⁻¹, 0; 0, 0]) ∧
      ¬ ∃ H : Matrix (Fin 2) (Fin 2) ℂ,
        IsGreenMatrix H {z : ℂ | z ≠ 0} (fun z => !![z⁻¹, 0; 0, 0]) := by
  constructor
  · intro z hz w hw
    have hz0 : z ≠ 0 := hz
    have hw0 : w ≠ 0 := hw
    ext i j
    fin_cases i <;> fin_cases j <;> simp
    field_simp
  · rintro ⟨H, h⟩
    -- the second column of the product vanishes
    have e := congrFun (congrFun (h 1 one_ne_zero) 1) 1
    simp [Matrix.mul_apply, Fin.sum_univ_succ] at e
```

## Two coupled levels

Two degenerate levels at energy zero, coupled with strength one, give a case in which all the hypotheses are met. Energies are measured in units of the coupling, and the Hamiltonian has rows (0, 1) and (1, 0), with eigenvalues +1 and −1. The proposed Green's matrix is (z² − 1)⁻¹ times the matrix with rows (z, 1) and (1, z).

```lean
/-- The matrix family `(z² - 1)⁻¹ [[z, 1], [1, z]]` of a two-level system. -/
def twoLevelGreen (z : ℂ) : Matrix (Fin 2) (Fin 2) ℂ :=
  (z ^ 2 - 1)⁻¹ • !![z, 1; 1, z]
```

The matrix z − H has rows (z, −1) and (−1, z). Its product with the matrix with rows (z, 1) and (1, z) has diagonal entries z² − 1 and off-diagonal entries z − z = 0. Hence

(z − H) R(z) = (z² − 1)⁻¹ (z² − 1) = 1 whenever z² ≠ 1.

The excluded energies are the two eigenvalues. In the proof, `e` is the matrix product before the division by z² − 1.

The upper left entry of R(z) is z / (z² − 1), the function from the opening. The full 2×2 matrix has an energy-independent H, whereas the response of the first level alone acts as if that level had the energy 1/z. Eliminating the second level has produced an energy-dependent self-energy.

```lean
/-- For `z² ≠ 1` the two-level family is the Green's matrix of two degenerate levels at energy
zero with coupling one. -/
theorem twoLevelGreen_isGreenMatrix :
    IsGreenMatrix !![0, 1; 1, 0] {z : ℂ | z ^ 2 ≠ 1} twoLevelGreen := by
  intro z hz
  have hz1 : z ^ 2 - 1 ≠ 0 := sub_ne_zero.mpr hz
  have e : (z • (1 : Matrix (Fin 2) (Fin 2) ℂ) - !![0, 1; 1, 0]) * !![z, 1; 1, z]
      = (z ^ 2 - 1) • (1 : Matrix (Fin 2) (Fin 2) ℂ) := by
    rw [Matrix.one_fin_two]
    ext i j
    fin_cases i <;> fin_cases j <;> simp [Matrix.mul_apply, Fin.sum_univ_two] <;> ring
  rw [twoLevelGreen, Matrix.mul_smul, e, smul_smul, inv_mul_cancel₀ hz1, one_smul]
```

The resolvent identity for this family follows from the general theorem. The energy z₀ = 0 lies in the allowed set, and R(0) has rows (0, −1) and (−1, 0). This matrix is its own inverse, so the reconstruction gives

H = 0 − R(0)⁻¹,

with rows (0, 1) and (1, 0), which is the Hamiltonian of the two coupled levels. The theorem below records the three hypotheses of the main result for this family: the identity, the membership of 0 in the set, and the invertibility of R(0).

```lean
/-- The two-level family obeys the first resolvent identity for `z² ≠ 1` and is invertible at
the energy `0` of that set. -/
theorem existsUnique_hamiltonian_witness :
    FirstResolventIdentity {z : ℂ | z ^ 2 ≠ 1} twoLevelGreen ∧
      (0 : ℂ) ∈ {z : ℂ | z ^ 2 ≠ 1} ∧ IsUnit (twoLevelGreen 0) := by
  have h0 : (0 : ℂ) ∈ {z : ℂ | z ^ 2 ≠ 1} := by simp
  have h := twoLevelGreen_isGreenMatrix 0 h0
  exact ⟨twoLevelGreen_isGreenMatrix.firstResolventIdentity, h0,
    ⟨⟨twoLevelGreen 0, _, mul_eq_one_comm.mp h, h⟩, rfl⟩⟩

end

end ResolventConverse
```

```lean
#print axioms ResolventConverse.IsGreenMatrix.firstResolventIdentity
-- 'ResolventConverse.IsGreenMatrix.firstResolventIdentity' depends on axioms: [propext, Classical.choice, Quot.sound]
#print axioms ResolventConverse.existsUnique_hamiltonian
-- 'ResolventConverse.existsUnique_hamiltonian' depends on axioms: [propext, Classical.choice, Quot.sound]
#print axioms ResolventConverse.IsGreenMatrix.isHermitian_iff
-- 'ResolventConverse.IsGreenMatrix.isHermitian_iff' depends on axioms: [propext, Classical.choice, Quot.sound]
#print axioms ResolventConverse.invertibility_needed
-- 'ResolventConverse.invertibility_needed' depends on axioms: [propext, Classical.choice, Quot.sound]
```
